# With time-reversal symmetry, tr f(H(k)) is even in k and its spin-weighted trace is odd, so doubling a half mesh can give a false spin

## Can I halve the k mesh with spin-orbit coupling?

Let $H(k)$ be a Hermitian Bloch Hamiltonian in an orthonormal basis of real orbitals times spin ½, write $s_a = 1\otimes\sigma_a$ for $a=x,y,z$, and set $T = 1\otimes\sigma_y$. My system is nonmagnetic, so $H(-k)=T\,\overline{H(k)}\,T^{-1}$, where the bar is entrywise complex conjugation. I keep one point of each pair $\pm k$ and double its weight. The band energy agrees with the full mesh, but with Rashba coupling I get a net spin. If the symmetry is exact, why does the reduction work for one quantity and fail for the other?

## The energy trace is even, the spin trace is odd

Doubling assumes that $k$ and $-k$ contribute equally. For the spin they contribute with opposite signs, so the sum over each pair is zero.

Here $T$ is only the matrix part of time reversal; textbooks often use the letter for the whole antiunitary operator, whose square is $-1$ for spin ½. Define $\Theta(M)=T\overline{M}T^{-1}$. Since $T^2=1$, this is $T\overline{M}T$, and three facts follow.

- $\Theta$ respects sums, real multiples and products, because $T\overline{A}\,\overline{B}T=(T\overline{A}T)(T\overline{B}T)$, and $\Theta(1)=1$. Hence $f(\Theta(H))=\Theta(f(H))$ for every real polynomial $f$.
- $\Theta(s_a)=-s_a$: $\sigma_x$ and $\sigma_z$ are real and anticommute with $\sigma_y$, while $\overline{\sigma_y}=-\sigma_y$.
- $\operatorname{tr}\Theta(M)=\operatorname{tr}(\overline{M}T^2)=\overline{\operatorname{tr}M}$.

Put $A=f(H(k))$, which is Hermitian. Then $f(H(-k))=\Theta(A)$, and

$$\operatorname{tr}f(H(-k))=\overline{\operatorname{tr}A}=\operatorname{tr}A,$$

$$\operatorname{tr}\big(f(H(-k))s_a\big)=-\operatorname{tr}\Theta(As_a)=-\overline{\operatorname{tr}(As_a)}=-\operatorname{tr}(s_aA)=-\operatorname{tr}(As_a).$$

Now split the mesh into a half $S$, its mirror image $-S$, and points $F$ with $-k=k$. The first trace sums to twice its sum over $S$ plus its sum over $F$. The spin trace cancels between $S$ and $-S$, and at a point of $F$ it equals its own negative, so it is zero.

For your Rashba case take the spin-orbit term alone, with its strength set to 1 and no kinetic term: $H=k_y\sigma_x-k_x\sigma_y$. Both spin matrices change sign under $\Theta$, so $\Theta(H(k))=-H(k)=H(-k)$. With $f(x)=x$, $\operatorname{tr}(H\sigma_x)=2k_y$. Over a nonempty half mesh with $k_y>0$ this sums to $2\sum k_y>0$, and doubling gives $4\sum k_y$, whereas $S\cup(-S)$ gives zero. This choice of $f$ weights the spin by energy and is not an occupation, but it shows the error in its simplest form.

Here is the argument in Lean 4 with Mathlib.

```lean
import Mathlib

open Matrix
open scoped Kronecker

namespace TimeReversalMesh

noncomputable section

variable {n : Type*} [Fintype n] [DecidableEq n]

/-- The three Pauli matrices, numbered 0, 1, 2 for x, y, z. -/
def pauli : Fin 3 → Matrix (Fin 2) (Fin 2) ℂ :=
  ![!![0, 1; 1, 0], !![0, -Complex.I; Complex.I, 0], !![1, 0; 0, -1]]

/-- The spin matrix `1 ⊗ σ_a` on orbitals times spin. -/
def spin (n : Type*) [DecidableEq n] (a : Fin 3) : Matrix (n × Fin 2) (n × Fin 2) ℂ :=
  (1 : Matrix n n ℂ) ⊗ₖ pauli a

/-- Time reversal of an operator in a basis of real orbitals times spin, `M ↦ T conj(M) T⁻¹` with
`T = 1 ⊗ σ_y`. -/
def timeReverse (M : Matrix (n × Fin 2) (n × Fin 2) ℂ) : Matrix (n × Fin 2) (n × Fin 2) ℂ :=
  spin n 1 * M.map (starRingEnd ℂ) * (spin n 1)⁻¹

/-- The matrix `T = 1 ⊗ σ_y` squares to one. -/
theorem spin_y_sq : spin n 1 * spin n 1 = 1 := by
  have h : pauli 1 * pauli 1 = 1 := by
    ext i j
    fin_cases i <;> fin_cases j <;> simp [pauli, Matrix.mul_apply, Fin.sum_univ_two]
  rw [spin, ← Matrix.mul_kronecker_mul, one_mul, h, Matrix.one_kronecker_one]

omit [Fintype n] in
/-- Each spin matrix is Hermitian. -/
theorem spin_isHermitian (a : Fin 3) : (spin n a).IsHermitian := by
  have h : (pauli a)ᴴ = pauli a := by
    ext i j
    fin_cases a <;> fin_cases i <;> fin_cases j <;> simp [pauli]
  rw [Matrix.IsHermitian, spin, Matrix.conjTranspose_kronecker, Matrix.conjTranspose_one, h]

/-- Time reversal can be written as `M ↦ T conj(M) T`. -/
theorem timeReverse_eq (M : Matrix (n × Fin 2) (n × Fin 2) ℂ) :
    timeReverse M = spin n 1 * M.map (starRingEnd ℂ) * spin n 1 := by
  rw [timeReverse, Matrix.inv_eq_right_inv spin_y_sq]

/-- Time reversal flips every component of the spin. -/
theorem timeReverse_spin (a : Fin 3) : timeReverse (spin n a) = -spin n a := by
  have h : pauli 1 * (pauli a).map (starRingEnd ℂ) * pauli 1 = -pauli a := by
    ext i j
    -- expand the products before inserting the Pauli matrices
    simp only [Matrix.mul_apply, Fin.sum_univ_two, Matrix.map_apply]
    fin_cases a <;> fin_cases i <;> fin_cases j <;> simp [pauli]
  have hc : (spin n a).map (starRingEnd ℂ)
      = (1 : Matrix n n ℂ) ⊗ₖ (pauli a).map (starRingEnd ℂ) := by
    ext ⟨i, s⟩ ⟨j, t⟩
    by_cases hij : i = j <;> simp [spin, Matrix.kroneckerMap_apply, hij]
  rw [timeReverse_eq, hc, spin, ← Matrix.mul_kronecker_mul, ← Matrix.mul_kronecker_mul, h,
    one_mul, one_mul]
  ext ⟨i, s⟩ ⟨j, t⟩
  simp [spin, Matrix.kroneckerMap_apply]

/-- Time reversal as a homomorphism of real algebras: it respects sums, products and
real multiples of operators. -/
def timeReverseHom : Matrix (n × Fin 2) (n × Fin 2) ℂ →ₐ[ℝ] Matrix (n × Fin 2) (n × Fin 2) ℂ :=
  AlgHom.ofLinearMap
    { toFun := timeReverse
      map_add' := fun A B => by
        have h : (A + B).map (starRingEnd ℂ)
            = A.map (starRingEnd ℂ) + B.map (starRingEnd ℂ) := by ext; simp
        rw [timeReverse_eq, timeReverse_eq, timeReverse_eq, h, mul_add, add_mul]
      map_smul' := fun c A => by
        have h : (c • A).map (starRingEnd ℂ) = c • A.map (starRingEnd ℂ) := by ext; simp
        rw [timeReverse_eq, timeReverse_eq, h, mul_smul_comm, smul_mul_assoc, RingHom.id_apply] }
    (by
      have h : (1 : Matrix (n × Fin 2) (n × Fin 2) ℂ).map (starRingEnd ℂ) = 1 :=
        Matrix.map_one _ (map_zero _) (map_one _)
      change timeReverse 1 = 1
      rw [timeReverse_eq, h, mul_one, spin_y_sq])
    (fun A B => by
      change timeReverse (A * B) = timeReverse A * timeReverse B
      rw [timeReverse_eq, timeReverse_eq, timeReverse_eq, Matrix.map_mul]
      -- insert `T * T = 1` between the two factors
      calc _ = spin n 1 * A.map (starRingEnd ℂ) * 1 * B.map (starRingEnd ℂ) * spin n 1 := by
            noncomm_ring
        _ = _ := by rw [← spin_y_sq]; noncomm_ring)

/-- Time reversal turns the trace of an operator into its complex conjugate. -/
theorem trace_timeReverse (M : Matrix (n × Fin 2) (n × Fin 2) ℂ) :
    (timeReverse M).trace = star M.trace := by
  rw [timeReverse_eq, Matrix.trace_mul_comm, ← mul_assoc, spin_y_sq, one_mul]
  simp [Matrix.trace]

variable {K : Type*} [AddCommGroup K] {H : K → Matrix (n × Fin 2) (n × Fin 2) ℂ}

/-- For a Hermitian, time-reversal symmetric `H(k)` and any real polynomial `f`, the trace of
`f(H(k))` is even in `k` and its trace against each spin matrix is odd. -/
theorem trace_even_spin_odd (hH : ∀ k, (H k).IsHermitian)
    (hT : ∀ k, H (-k) = timeReverse (H k)) (f : Polynomial ℝ) (k : K) :
    (Polynomial.aeval (H (-k)) f).trace = (Polynomial.aeval (H k) f).trace ∧
    ∀ a, (Polynomial.aeval (H (-k)) f * spin n a).trace
      = -(Polynomial.aeval (H k) f * spin n a).trace := by
  have hA : (Polynomial.aeval (H k) f)ᴴ = Polynomial.aeval (H k) f := by
    rw [← cfc_polynomial f (H k) (hH k)]
    exact cfc_predicate (fun x => f.eval x) (H k)
  have hr : Polynomial.aeval (timeReverse (H k)) f = timeReverse (Polynomial.aeval (H k) f) :=
    Polynomial.aeval_algHom_apply timeReverseHom (H k) f
  rw [hT k, hr]
  refine ⟨by rw [trace_timeReverse, ← Matrix.trace_conjTranspose, hA], fun a => ?_⟩
  have hm : timeReverse (Polynomial.aeval (H k) f * spin n a)
      = timeReverse (Polynomial.aeval (H k) f) * timeReverse (spin n a) :=
    map_mul timeReverseHom _ _
  have ht := trace_timeReverse (Polynomial.aeval (H k) f * spin n a)
  -- the spin flip supplies the sign, Hermiticity removes the conjugation
  rw [hm, timeReverse_spin, mul_neg, Matrix.trace_neg, ← Matrix.trace_conjTranspose,
    Matrix.conjTranspose_mul, hA, (spin_isHermitian a).eq, Matrix.trace_mul_comm (spin n a)] at ht
  rw [← ht, neg_neg]

/-- Let a mesh consist of a half `S`, its disjoint mirror image `-S`, and further points `F`
with `-k = k`. For Hermitian, time-reversal symmetric `H(k)`, the trace of `f(H)` sums to twice
the sum over `S` plus the sum over `F`, and each spin component sums to zero. -/
theorem mesh_reduction [DecidableEq K] (hH : ∀ k, (H k).IsHermitian)
    (hT : ∀ k, H (-k) = timeReverse (H k)) (f : Polynomial ℝ) (S F : Finset K)
    (hS : Disjoint S (S.image (fun k => -k)))
    (hSF : Disjoint (S ∪ S.image (fun k => -k)) F) (hF : ∀ k ∈ F, -k = k) :
    ∑ k ∈ (S ∪ S.image (fun k => -k)) ∪ F, (Polynomial.aeval (H k) f).trace
      = 2 * ∑ k ∈ S, (Polynomial.aeval (H k) f).trace
        + ∑ k ∈ F, (Polynomial.aeval (H k) f).trace ∧
    ∀ a, ∑ k ∈ (S ∪ S.image (fun k => -k)) ∪ F,
      (Polynomial.aeval (H k) f * spin n a).trace = 0 := by
  have hi : Set.InjOn (fun k : K => -k) (S : Set K) := fun x _ y _ h => neg_injective h
  have hp := trace_even_spin_odd hH hT f
  constructor
  · rw [Finset.sum_union hSF, Finset.sum_union hS, Finset.sum_image hi,
      Finset.sum_congr rfl (fun k _ => (hp k).1)]
    ring
  · intro a
    -- a self-inverse point carries no spin
    have h0 : ∑ k ∈ F, (Polynomial.aeval (H k) f * spin n a).trace = 0 := by
      refine Finset.sum_eq_zero (fun k hk => ?_)
      have h := (hp k).2 a
      rw [hF k hk] at h
      linear_combination h / 2
    rw [Finset.sum_union hSF, Finset.sum_union hS, Finset.sum_image hi,
      Finset.sum_congr rfl (fun k _ => (hp k).2 a), Finset.sum_neg_distrib, h0]
    ring

/-- The Rashba Hamiltonian `ky σ_x - kx σ_y` for one orbital, with `k = (kx, ky)`. -/
def rashba (k : ℝ × ℝ) : Matrix (Fin 1 × Fin 2) (Fin 1 × Fin 2) ℂ :=
  k.2 • spin (Fin 1) 0 - k.1 • spin (Fin 1) 1

/-- The Rashba Hamiltonian is Hermitian and time-reversal symmetric. -/
theorem rashba_witness :
    (∀ k, (rashba k).IsHermitian) ∧ ∀ k, rashba (-k) = timeReverse (rashba k) := by
  refine ⟨fun k => ?_, fun k => ?_⟩
  · simp [Matrix.IsHermitian, rashba, Matrix.conjTranspose_sub, Matrix.conjTranspose_smul,
      (spin_isHermitian (n := Fin 1) _).eq]
  · have h : ∀ a, timeReverseHom (spin (Fin 1) a) = -spin (Fin 1) a := timeReverse_spin
    change rashba (-k) = timeReverseHom (rashba k)
    rw [rashba, rashba, map_sub, map_smul, map_smul, h, h, Prod.fst_neg, Prod.snd_neg]
    module

/-- For the Rashba Hamiltonian and `f(x) = x`, the `σ_x` sum over a nonempty finite set of
points with `ky > 0` is twice the sum of `ky`, and it is not zero. -/
theorem rashba_half_mesh_spin (S : Finset (ℝ × ℝ)) (hne : S.Nonempty)
    (hS : ∀ k ∈ S, 0 < k.2) :
    ∑ k ∈ S, (rashba k * spin (Fin 1) 0).trace = ((2 * ∑ k ∈ S, k.2 : ℝ) : ℂ) ∧
    ∑ k ∈ S, (rashba k * spin (Fin 1) 0).trace ≠ 0 := by
  have h1 : ∀ k, (rashba k * spin (Fin 1) 0).trace = ((2 * k.2 : ℝ) : ℂ) := by
    intro k
    simp [rashba, spin, pauli, Matrix.trace, Matrix.mul_apply, Fintype.sum_prod_type,
      Fin.sum_univ_two, Matrix.kroneckerMap_apply]
    ring
  have h2 : ∑ k ∈ S, (rashba k * spin (Fin 1) 0).trace = ((2 * ∑ k ∈ S, k.2 : ℝ) : ℂ) := by
    rw [Finset.sum_congr rfl (fun k _ => h1 k), Finset.mul_sum, Complex.ofReal_sum]
  refine ⟨h2, ?_⟩
  rw [h2]
  have hpos : 0 < ∑ k ∈ S, k.2 := Finset.sum_pos hS hne
  exact Complex.ofReal_ne_zero.mpr (by positivity)

end

end TimeReversalMesh
```

```lean
#print axioms TimeReversalMesh.trace_even_spin_odd
#print axioms TimeReversalMesh.mesh_reduction
#print axioms TimeReversalMesh.rashba_half_mesh_spin
```

```
'TimeReversalMesh.trace_even_spin_odd' depends on axioms: [propext, Classical.choice, Quot.sound]
'TimeReversalMesh.mesh_reduction' depends on axioms: [propext, Classical.choice, Quot.sound]
'TimeReversalMesh.rashba_half_mesh_spin' depends on axioms: [propext, Classical.choice, Quot.sound]
```

**What the theorems say.** The type `n` labels the orbitals and `Fin 2` the spin. `spin n a` is $s_a$ without the factor $\hbar/2$, with $a=0,1,2$ for $x,y,z$, so $T$ is `spin n 1`. Momenta live in any additive commutative group `K`: $\mathbb{R}^d$, or a periodic mesh if $H$ is periodic on it, in which case zone-boundary points can belong to $F$. The hypotheses `hH` and `hT` are Hermiticity and time-reversal symmetry; in a basis of real orbitals, the latter stands for the absence of magnetic order and external magnetic field. For complex orbitals such as $p_x\pm ip_y$, the factor $1$ in $T$ has to be replaced by the matrix that relates the orbitals to their conjugates, a case the Lean code does not cover. `Polynomial.aeval (H k) f` is $f(H(k))$.

`trace_even_spin_odd` gives the two parities, and `mesh_reduction` gives the sums for equally weighted points. `rashba_witness` confirms that the Rashba model meets both hypotheses, and `rashba_half_mesh_spin` gives its nonzero half-mesh sum.

A Fermi occupation is not a polynomial. To reach it on a finite mesh, one further step is needed: choose a real polynomial that agrees with the occupation at the finitely many eigenvalues on the mesh.

**How the proof is built.** `timeReverseHom` packages the algebraic rules for $\Theta$, so `Polynomial.aeval_algHom_apply` moves $\Theta$ through $f$. `timeReverse_spin` checks the sign flip entry by entry, and `trace_timeReverse` uses cyclicity of the trace. In the parity theorem, `hA` obtains Hermiticity of $f(H(k))$ from the continuous functional calculus, and the last rewrites are the second displayed line above. `mesh_reduction` splits the sum over the disjoint parts; `linear_combination h / 2` turns $x=-x$ into $x=0$ on $F$. The Rashba trace is computed from the explicit matrices.

For k-mesh reduction in non-interacting band calculations with this symmetry, the rule is to double $\operatorname{tr}f(H)$ over the half mesh $S$, to count the points of $F$ once, and to give the spin trace at $-k$ the opposite sign.
